# In the right order, the face holonomies of a lattice cube, transported to one corner, multiply to the identity

Take a pair of degenerate bands on a mesh of crystal momenta and look at one cube of the mesh. Let the $2\times2$ link matrices be $a=i\sigma_x$ on one edge, $b=i\sigma_y$ on the edge that continues from its end in a perpendicular direction, and the identity on the other ten edges. Multiply the holonomies of the six faces, each read from its own corner. In the order used below, the result is $bab^{-1}a^{-1}=-1$. It looks as if the cube contained a source of flux, although every edge is traversed twice, once in each direction. The fault lies in the multiplication: holonomies based at different corners refer to different frames. Once they are all transported to one corner, each along at most one edge, the product in the same order is the identity for any links in any group.

## Six paths to the opposite corner

Let the sites be integer vectors, and write $x+\mu$ for the neighbour of $x$ one step along direction $\mu$. The link from $x$ to $x+\mu$ carries a group element $U_\mu(x)$, and products are read from left to right along a path. The holonomy of the face at $x$ that leaves along $\mu$ and returns along $\nu$ is
$$F_{\mu\nu}(x)=U_\mu(x)\,U_\nu(x+\mu)\,U_\mu(x+\nu)^{-1}\,U_\nu(x)^{-1}.$$
Taking the inverse reverses the order of the factors, so $F_{\nu\mu}(x)=F_{\mu\nu}(x)^{-1}$.

Three faces of the cube contain $x$. The other three are based at neighbours of $x$ and are brought back along one link:
$$T_\mu F_{\nu\rho}=U_\mu(x)\,F_{\nu\rho}(x+\mu)\,U_\mu(x)^{-1}.$$
With $F_{\mu\nu}$ short for $F_{\mu\nu}(x)$, the claim is
$$T_\mu F_{\nu\rho}\cdot F_{\mu\rho}\cdot T_\rho F_{\mu\nu}\cdot F_{\rho\nu}\cdot T_\nu F_{\rho\mu}\cdot F_{\nu\mu}=1 .$$

For each ordering of the three directions there is a path from $x$ to the opposite corner, with the product
$$P_{\mu\nu\rho}=U_\mu(x)\,U_\nu(x+\mu)\,U_\rho(x+\mu+\nu).$$
Exchange the first two steps. The last link is then the same in both paths and cancels in the ratio:
$$P_{\mu\nu\rho}P_{\nu\mu\rho}^{-1}=U_\mu(x)U_\nu(x+\mu)\,U_\mu(x+\nu)^{-1}U_\nu(x)^{-1}=F_{\mu\nu}.$$
Exchange the last two steps instead. The first link is now shared, and it remains on the outside:
$$P_{\mu\nu\rho}P_{\mu\rho\nu}^{-1}=U_\mu(x)\big[U_\nu(x+\mu)U_\rho(x+\mu+\nu)U_\nu(x+\mu+\rho)^{-1}U_\rho(x+\mu)^{-1}\big]U_\mu(x)^{-1}=T_\mu F_{\nu\rho}.$$
The six factors of the claim are therefore
$$P_{\mu\nu\rho}P_{\mu\rho\nu}^{-1}\cdot P_{\mu\rho\nu}P_{\rho\mu\nu}^{-1}\cdot P_{\rho\mu\nu}P_{\rho\nu\mu}^{-1}\cdot P_{\rho\nu\mu}P_{\nu\rho\mu}^{-1}\cdot P_{\nu\rho\mu}P_{\nu\mu\rho}^{-1}\cdot P_{\nu\mu\rho}P_{\mu\nu\rho}^{-1}.$$
Each inverse meets the path it inverts, and what remains is $P_{\mu\nu\rho}P_{\mu\nu\rho}^{-1}=1$.

## Commuting links and integer flux

If the group is commutative, then $T_\mu F_{\nu\rho}=F_{\nu\rho}(x+\mu)$. Writing $F_{\mu\rho}=F_{\rho\mu}^{-1}$, $F_{\rho\nu}=F_{\nu\rho}^{-1}$ and $F_{\nu\mu}=F_{\mu\nu}^{-1}$, and collecting opposite faces, we get
$$\frac{F_{\nu\rho}(x+\mu)}{F_{\nu\rho}(x)}\cdot\frac{F_{\rho\mu}(x+\nu)}{F_{\rho\mu}(x)}\cdot\frac{F_{\mu\nu}(x+\rho)}{F_{\mu\nu}(x)}=1.$$

For phases, let $\phi_{\mu\nu}(x)=\arg F_{\mu\nu}(x)\in(-\pi,\pi]$, and let $\Theta$ be the sum of the three differences $\phi_{\nu\rho}(x+\mu)-\phi_{\nu\rho}(x)$, $\phi_{\rho\mu}(x+\nu)-\phi_{\rho\mu}(x)$ and $\phi_{\mu\nu}(x+\rho)-\phi_{\mu\nu}(x)$. Then $e^{i\Theta}$ is the product of ratios above, so $e^{i\Theta}=1$ and $\Theta=2\pi n$ with $n$ an integer. Take a band of a non-interacting crystal that is non-degenerate at every point of a finite mesh, with non-zero overlaps between neighbouring points. The net Berry flux out of each mesh cube, computed from these principal arguments, is then an integer in units of $2\pi$, which is useful when searching for Weyl points between the mesh points.

## Links, faces and transport in Lean

The type `ι` labels the directions and `G` holds the link values.

```lean
import Mathlib

namespace LatticeBianchi

variable {ι G : Type*} [DecidableEq ι]
```

A site is a function `ι → ℤ`, and a link field assigns an element of `G` to each site and direction. For three distinct directions the twelve edges of a cube thus carry independent elements. The lattice is infinite; a periodic momentum mesh corresponds to a periodic link field. In the band setting, `U x μ` stands for the unitary part of the overlap matrix $\langle u_m(x)|u_n(x+\mu)\rangle$, assumed invertible, where the $u_n$ are the cell-periodic parts of the Bloch states in the chosen bands. The file starts from the links and does not construct them from Bloch states.

```lean
/-- A link field: a group element on the link leaving each lattice site in each direction. -/
abbrev Links (ι G : Type*) := (ι → ℤ) → ι → G

/-- The neighbour of the site `x` one step along the direction `μ`. -/
def shift (x : ι → ℤ) (μ : ι) : ι → ℤ := x + Pi.single μ 1
```

The site $x+\mu+\nu$ can be reached in two ways, which Lean writes as two different expressions. The next lemma identifies them.

```lean
/-- Two steps in different order lead to the same site. -/
theorem shift_comm (x : ι → ℤ) (μ ν : ι) :
    shift (shift x μ) ν = shift (shift x ν) μ := by
  unfold shift
  exact add_right_comm _ _ _
```

From here until the commutative case, `G` is any group. The definition of `plaquette` is $F_{\mu\nu}(x)$, factor by factor.

```lean
section General

variable [Group G]

/-- The holonomy around the face at `x` that leaves along `μ` and returns along `ν`. -/
def plaquette (U : Links ι G) (x : ι → ℤ) (μ ν : ι) : G :=
  U x μ * U (shift x μ) ν * (U (shift x ν) μ)⁻¹ * (U x ν)⁻¹
```

`transported U x μ ν ρ` is $T_\mu F_{\nu\rho}$: its first direction is the link used for the transport, and the other two span the face.

```lean
/-- The holonomy of the `ν ρ` face at the neighbour `x + μ`, transported to `x` along one link. -/
def transported (U : Links ι G) (x : ι → ℤ) (μ ν ρ : ι) : G :=
  U x μ * plaquette U (shift x μ) ν ρ * (U x μ)⁻¹
```

`path U x μ ν ρ` is $P_{\mu\nu\rho}$.

```lean
/-- The ordered product of links along the path from `x` with steps `μ`, `ν`, `ρ`. -/
def path (U : Links ι G) (x : ι → ℤ) (μ ν ρ : ι) : G :=
  U x μ * U (shift x μ) ν * U (shift (shift x μ) ν) ρ
```

A gauge transformation changes the frame at each site by $g$, so a link picks up $g$ at its start and $g^{-1}$ at its end.

```lean
/-- The gauge transform of a link field by a group element at each site. -/
def gaugeTransform (g : (ι → ℤ) → G) (U : Links ι G) : Links ι G :=
  fun y μ => g y * U y μ * (g (shift y μ))⁻¹
```

## Orientation and change of frame

Reversal follows from the definition alone. The tactic `group` simplifies both sides using only the group laws, as one does when cancelling neighbouring inverses by hand.

```lean
/-- Reversing the orientation of a face inverts its holonomy. -/
theorem plaquette_swap (U : Links ι G) (x : ι → ℤ) (μ ν : ι) :
    plaquette U x ν μ = (plaquette U x μ ν)⁻¹ := by
  unfold plaquette
  group
```

Under a gauge transformation, the factors of $g$ at the three other corners cancel in pairs, leaving
$$F_{\mu\nu}(x)\mapsto g(x)F_{\mu\nu}(x)g(x)^{-1}.$$
At the far corner, the cancellation requires $x+\mu+\nu$ and $x+\nu+\mu$ to be recognised as one site, hence the rewrite with `shift_comm`. The lemma also locates the fault in the opening example: a face based at $x+\mu$ is conjugated by $g(x+\mu)$, and a face at $x$ by $g(x)$.

```lean
/-- Under a gauge transformation a face holonomy is conjugated by the group element at its
base site. -/
theorem plaquette_gauge (g : (ι → ℤ) → G) (U : Links ι G) (x : ι → ℤ) (μ ν : ι) :
    plaquette (gaugeTransform g U) x μ ν = g x * plaquette U x μ ν * (g x)⁻¹ := by
  unfold plaquette gaugeTransform
  rw [shift_comm x ν μ]
  group
```

## Faces as ratios of paths

The exchange of the first two steps comes first. The shared last link starts at the far corner of the face, so `shift_comm` is needed again before it cancels.

```lean
/-- A face holonomy at `x` compares two three-step paths that differ in the order of their
first two steps. -/
theorem plaquette_eq_path (U : Links ι G) (x : ι → ℤ) (μ ν ρ : ι) :
    plaquette U x μ ν = path U x μ ν ρ * (path U x ν μ ρ)⁻¹ := by
  unfold plaquette path
  rw [shift_comm x ν μ]
  group
```

When the last two steps are exchanged, the sites already agree as written, and `group` suffices.

```lean
/-- A transported face holonomy compares two three-step paths that differ in the order of their
last two steps. -/
theorem transported_eq_path (U : Links ι G) (x : ι → ℤ) (μ ν ρ : ι) :
    transported U x μ ν ρ = path U x μ ν ρ * (path U x μ ρ ν)⁻¹ := by
  unfold transported plaquette path
  group
```

## The identity for any group

The theorem takes any link field, any corner and any three directions, with no hypothesis beyond the group structure. The directions need not be distinct, though only distinct ones describe a real cube. The proof rewrites the six factors as the six ratios of the derivation by hand, and the final `group` carries out the telescoping.

The name recalls the Bianchi identity $D F=0$ for a continuum field strength. What is proved here is an exact relation between finitely many group elements at fixed mesh spacing; it involves no derivative and no limit.

```lean
/-- **Lattice Bianchi identity.** For links in any group, the six face holonomies of a cube,
three based at the corner `x` and three transported to it along one link, multiply in the
order shown to the identity. -/
theorem lattice_bianchi (U : Links ι G) (x : ι → ℤ) (μ ν ρ : ι) :
    transported U x μ ν ρ * plaquette U x μ ρ * transported U x ρ μ ν *
      plaquette U x ρ ν * transported U x ν ρ μ * plaquette U x ν μ = 1 := by
  -- each face becomes a ratio of neighbouring paths to the opposite corner
  rw [transported_eq_path U x μ ν ρ, plaquette_eq_path U x μ ρ ν,
    transported_eq_path U x ρ μ ν, plaquette_eq_path U x ρ ν μ,
    transported_eq_path U x ν ρ μ, plaquette_eq_path U x ν μ ρ]
  -- the product of ratios telescopes
  group
```

## A commutator when transport is omitted

The next theorem concerns the lattice with directions $0,1,2$ and the cube at the origin. It says that the product without transports is trivial for every link field exactly when all elements of the group commute. For a particular field in a non-commutative group, the product may still happen to be $1$.

For the forward direction, let $a$ and $b$ be arbitrary. Let $y$ be the site at which a link starts. The proof puts $a$ on the direction-0 links with $y_1=y_2=0$, $b$ on the direction-1 links with $y_0=1$ and $y_2=0$, and $1$ everywhere else. On the cube, only two edges are then non-trivial: $U_0(0)=a$ and $U_1(e_0)=b$, where $e_\mu$ is the unit step along $\mu$. The six factors, in order, are
$$F_{12}(e_0)=b,\quad F_{02}(0)=a,\quad F_{01}(e_2)=1,\quad F_{21}(0)=1,\quad F_{20}(e_1)=1,\quad F_{10}(0)=b^{-1}a^{-1}.$$
Their product is $bab^{-1}a^{-1}$. If it equals $1$, then $ba=ab$. In Lean, `simpa` evaluates the links and obtains `key`, and the next lines turn it into the commutation relation.

With $a=i\sigma_x$ and $b=i\sigma_y$ we have $ba=-ab$, which gives the $-1$ of the opening example. Transport replaces the first factor by $aba^{-1}$, and the product becomes $aba^{-1}\cdot a\cdot b^{-1}a^{-1}=1$.

For the converse, commutativity makes each transport trivial (`ht`), and the claim is `lattice_bianchi` at the origin.

```lean
/-- For the cube at the origin of the three-dimensional lattice, the product of the six face
holonomies in the order shown, with no transports, is the identity for every link field exactly when
the group is commutative. -/
theorem untransported_iff_commutative :
    (∀ U : Links (Fin 3) G,
      plaquette U (shift 0 0) 1 2 * plaquette U 0 0 2 * plaquette U (shift 0 2) 0 1 *
        plaquette U 0 2 1 * plaquette U (shift 0 1) 2 0 * plaquette U 0 1 0 = 1) ↔
      ∀ a b : G, a * b = b * a := by
  constructor
  · intro h a b
    -- two families of non-trivial links turn the product into a commutator
    have key : b * a * b⁻¹ * a⁻¹ = 1 := by
      simpa [plaquette, shift, Pi.single_apply, mul_assoc] using
        h (fun y μ =>
          if μ = 0 then (if y 1 = 0 ∧ y 2 = 0 then a else 1)
          else if μ = 1 then (if y 0 = 1 ∧ y 2 = 0 then b else 1)
          else 1)
    have h2 : b * a = (b * a * b⁻¹ * a⁻¹) * (a * b) := by group
    rw [key, one_mul] at h2
    exact h2.symm
  · intro h U
    -- in a commutative group transport has no effect
    have ht : ∀ μ ν ρ : Fin 3,
        transported U 0 μ ν ρ = plaquette U (shift 0 μ) ν ρ := by
      intro μ ν ρ
      unfold transported
      rw [h (U 0 μ), mul_inv_cancel_right]
    have hb := lattice_bianchi U 0 0 1 2
    rw [ht, ht, ht] at hb
    exact hb

end General
```

## Opposite faces and the flux integer

For a commutative group, the proof starts from the general identity, reverses the three faces at $x$ with `plaquette_swap`, and removes the transports. The remaining reordering of factors is done by `ac_rfl`.

```lean
/-- For links in a commutative group, the ratios of the holonomies on opposite faces of a cube
multiply to the identity. -/
theorem abelian_bianchi [CommGroup G] (U : Links ι G) (x : ι → ℤ) (μ ν ρ : ι) :
    plaquette U (shift x μ) ν ρ / plaquette U x ν ρ *
      (plaquette U (shift x ν) ρ μ / plaquette U x ρ μ) *
      (plaquette U (shift x ρ) μ ν / plaquette U x μ ν) = 1 := by
  have h := lattice_bianchi U x μ ν ρ
  rw [plaquette_swap U x ρ μ, plaquette_swap U x ν ρ, plaquette_swap U x μ ν] at h
  simp only [transported, mul_inv_cancel_comm] at h
  refine Eq.trans ?_ h
  simp only [div_eq_mul_inv]
  ac_rfl
```

Mathlib's `Circle` is the group of complex numbers of modulus one. The flux is the principal argument of the face holonomy. Many Berry-phase formulas have a minus sign in front of the argument; that convention only changes the sign of the flux.

```lean
/-- The Berry flux through a face: the principal argument of its U(1) holonomy. -/
noncomputable def berryFlux (U : Links ι Circle) (x : ι → ℤ) (μ ν : ι) : ℝ :=
  Complex.arg ((plaquette U x μ ν : Circle) : ℂ)
```

The statement subtracts the flux through each face at $x$ from the flux through the opposite face, both read with the same orientation. The auxiliary fact `turn` says that $e^{i\theta}=1$ forces $\theta=2\pi n$; it is obtained from the corresponding fact for the complex exponential by comparing imaginary parts. The exponential then turns sums into products and differences into ratios, and `abelian_bianchi` finishes the proof.

The theorem gives an integer for each cube but does not compute it. Suppose the band is non-degenerate on the whole surface of the cube. The continuum flux out of the cube is then also an integer multiple of $2\pi$, and it gives the net charge of the degeneracies inside, up to a sign convention. The two integers agree if the six principal arguments differ from the continuum fluxes through their faces by less than $2\pi$ in total. The theorem does not check this condition.

```lean
/-- The sum of the oriented Berry fluxes through the six faces of a cube is an integer
multiple of `2π`. -/
theorem cube_flux_quantized (U : Links ι Circle) (x : ι → ℤ) (μ ν ρ : ι) :
    ∃ n : ℤ,
      (berryFlux U (shift x μ) ν ρ - berryFlux U x ν ρ) +
        (berryFlux U (shift x ν) ρ μ - berryFlux U x ρ μ) +
        (berryFlux U (shift x ρ) μ ν - berryFlux U x μ ν) = n * (2 * Real.pi) := by
  -- a real angle with trivial phase is a multiple of a full turn
  have turn : ∀ θ : ℝ, Circle.exp θ = 1 → ∃ n : ℤ, θ = n * (2 * Real.pi) := by
    intro θ hθ
    have hc : Complex.exp (θ * Complex.I) = 1 := by
      rw [← Circle.coe_exp, hθ, Circle.coe_one]
    obtain ⟨n, hn⟩ := Complex.exp_eq_one_iff.mp hc
    refine ⟨n, ?_⟩
    have him := congrArg Complex.im hn
    simpa using him
  apply turn
  simp only [Circle.exp_add, Circle.exp_sub, berryFlux, Circle.exp_arg]
  exact abelian_bianchi U x μ ν ρ

end LatticeBianchi
```

```lean
#print axioms LatticeBianchi.plaquette_gauge
#print axioms LatticeBianchi.lattice_bianchi
#print axioms LatticeBianchi.untransported_iff_commutative
#print axioms LatticeBianchi.cube_flux_quantized
```

```
'LatticeBianchi.plaquette_gauge' depends on axioms: [propext, Quot.sound]
'LatticeBianchi.lattice_bianchi' depends on axioms: [propext, Quot.sound]
'LatticeBianchi.untransported_iff_commutative' depends on axioms: [propext, Classical.choice, Quot.sound]
'LatticeBianchi.cube_flux_quantized' depends on axioms: [propext, Classical.choice, Quot.sound]
```
